# Adding excitations never raises the direct RPA correlation energy

Add a second excitation to one already present, keeping the energy and Coulomb integral of the first fixed. At one imaginary frequency, let the two be described by the real symmetric matrix

$$M=\begin{pmatrix}a&b\\ b&c\end{pmatrix},\qquad a,c\ge 0,\quad b^2\le ac .$$

These conditions say that $M$ is positive semidefinite. Write $F(M)=\ln\det(1+M)-\operatorname{Tr}M$ for the direct RPA integrand at one frequency. Put $w=c-b^2/(1+a)$, the strength of the added excitation after screening by the old one. Then $\det(1+M)=(1+a)(1+c)-b^2=(1+a)(1+w)$, and so

$$F(M)=\underbrace{\ln(1+a)-a}_{\text{old excitation}}+\underbrace{\ln(1+w)-w}_{\le 0}-\frac{b^2}{1+a}.$$

Since $b^2\le ac$, we have $w\ge c/(1+a)\ge0$. Both new contributions are therefore at most zero, and the integrand cannot rise. If $b=0$, it drops by exactly $c-\ln(1+c)$. The general proof replaces $a$, $b$ and $c$ by blocks.

```lean
import Mathlib

open Matrix MeasureTheory

namespace RPABasisExtrapolation

noncomputable section

variable {m n : Type*} [Fintype m] [DecidableEq m] [Fintype n] [DecidableEq n]
```

The types `m` and `n` label the old and the added excitations; both are finite. Where `n` appears without `m`, it labels any finite list of excitations. Their disjoint union, written `m ⊕ n`, labels the enlarged space. `Sum.inl i` is an old excitation seen in that space, and `Sum.inr j` is an added one.

```lean
/-- The direct RPA integrand `ln det (1 + M) - Tr M` at one frequency. -/
def rpaIntegrand (M : Matrix n n ℝ) : ℝ := Real.log (1 + M).det - M.trace
```

This is $F(M)$ for a real square matrix. `M.det` and `M.trace` are the determinant and trace, and `1` is the identity matrix.

```lean
/-- The block of added excitations, screened by the excitations already present. -/
def screenedBlock (M : Matrix (m ⊕ n) (m ⊕ n) ℝ) : Matrix n n ℝ :=
  M.toBlocks₂₂ - M.toBlocks₂₁ * (1 + M.toBlocks₁₁)⁻¹ * M.toBlocks₁₂
```

`M.toBlocks₁₁`, `M.toBlocks₁₂` and so on are the blocks $M_{11},M_{12},M_{21},M_{22}$, with block 1 old and block 2 added. The definition reads

$$W=M_{22}-C,\qquad C=M_{21}(1+M_{11})^{-1}M_{12}.$$

In the opening example $W$ is the number $w$, and $C$ is $b^2/(1+a)$.

```lean
/-- The matrix `√dᵢ Kᵢⱼ √dⱼ` with `dᵢ = 2 εᵢ / (εᵢ² + ω²)`, for excitation energies `ε`,
Coulomb integrals `K` and imaginary frequency `ω`. -/
def responseMatrix (ε : n → ℝ) (K : Matrix n n ℝ) (ω : ℝ) : Matrix n n ℝ :=
  Matrix.of fun i j =>
    √(2 * ε i / (ε i ^ 2 + ω ^ 2)) * K i j * √(2 * ε j / (ε j ^ 2 + ω ^ 2))
```

Excitation $i$ takes an electron from an occupied to an empty spin orbital, and $\varepsilon_i$ is the difference of the two orbital energies, not an excitation energy computed with RPA. $K_{ij}$ is the Coulomb integral between the orbital products that belong to excitations $i$ and $j$. At imaginary frequency $\omega$ the matrix is

$$M_{ij}(\omega)=\sqrt{d_i}\,K_{ij}\sqrt{d_j},\qquad d_i=\frac{2\varepsilon_i}{\varepsilon_i^2+\omega^2}.$$

The factor 2 in $d_i$ fits a list in which each spin-orbital excitation is counted separately.

```lean
/-- The direct RPA correlation energy as an integral over imaginary frequency. -/
def rpaEnergy (ε : n → ℝ) (K : Matrix n n ℝ) : ℝ :=
  1 / (2 * Real.pi) * ∫ ω in Set.Ioi (0 : ℝ), rpaIntegrand (responseMatrix ε K ω)
```

The energy is $E=\frac1{2\pi}\int_0^\infty F(M(\omega))\,d\omega$; `Set.Ioi 0` is the half-line $\omega>0$. Lean assigns the value zero to an integral that does not converge, so integrability has to be proved before energies are compared.

```lean
/-- For positive semidefinite `W`, both `ln det (1 + W)` and `Tr W` are sums over modes
of nonnegative strength. -/
theorem exists_modes {W : Matrix n n ℝ} (hW : W.PosSemidef) :
    ∃ μ : n → ℝ, (∀ i, 0 ≤ μ i) ∧
      Real.log (1 + W).det = ∑ i, Real.log (1 + μ i) ∧ W.trace = ∑ i, μ i := by
  have hB : (1 + W).IsHermitian := (Matrix.PosDef.one.add_posSemidef hW).isHermitian
  -- every eigenvalue of `1 + W` is at least one
  have hone : ∀ i, 1 ≤ hB.eigenvalues i := by
    intro i
    obtain ⟨v, hvdef⟩ : ∃ v : n → ℝ, v = (hB.eigenvectorBasis i).ofLp := ⟨_, rfl⟩
    have hv : (1 + W) *ᵥ v = hB.eigenvalues i • v := by
      rw [hvdef]
      exact hB.mulVec_eigenvectorBasis i
    have hne : v ≠ 0 := by
      intro h
      apply hB.eigenvectorBasis.orthonormal.ne_zero i
      ext k
      exact congrFun (hvdef.symm.trans h) k
    have hpos : 0 < v ⬝ᵥ v :=
      lt_of_le_of_ne (Finset.sum_nonneg fun k _ => mul_self_nonneg (v k))
        (Ne.symm (mt dotProduct_self_eq_zero.1 hne))
    have h0 : 0 ≤ v ⬝ᵥ W *ᵥ v := by simpa using hW.dotProduct_mulVec_nonneg v
    have h1 : v ⬝ᵥ ((1 + W) *ᵥ v) = v ⬝ᵥ (hB.eigenvalues i • v) := by rw [hv]
    rw [add_mulVec, one_mulVec, dotProduct_add, dotProduct_smul, smul_eq_mul] at h1
    by_contra hlt
    nlinarith [mul_pos (sub_pos.2 (not_le.1 hlt)) hpos]
  refine ⟨fun i => hB.eigenvalues i - 1, fun i => sub_nonneg.2 (hone i), ?_, ?_⟩
  · have hdet : (1 + W).det = ∏ i, hB.eigenvalues i := by
      simpa using hB.det_eq_prod_eigenvalues
    rw [hdet, Real.log_prod]
    · exact Finset.sum_congr rfl fun i _ => by rw [add_sub_cancel]
    · intro i _
      exact (lt_of_lt_of_le one_pos (hone i)).ne'
  · have ht : (1 + W).trace = ∑ i, hB.eigenvalues i := by
      simpa using hB.trace_eq_sum_eigenvalues
    rw [trace_add, trace_one] at ht
    rw [Finset.sum_sub_distrib, ← ht]
    simp
```

A theorem lists its hypotheses before the colon and its claim after it; the proof follows `:=`. Here `hW : W.PosSemidef` says that $W$ is symmetric and $v^TWv\ge0$ for every $v$. The claim is that there are numbers $\mu_i\ge0$ with

$$\ln\det(1+W)=\sum_i\ln(1+\mu_i),\qquad \operatorname{Tr}W=\sum_i\mu_i .$$

By hand, let $(1+W)v=\lambda v$ with $v\ne0$. Multiplying by $v^T$ gives $v^Tv+v^TWv=\lambda\,v^Tv$, hence $\lambda\ge1$. Set $\mu_i=\lambda_i-1$. The determinant is the product of the $\lambda_i$, which gives the first sum. The trace of $1+W$ is their sum, and subtracting the trace of the identity gives the second.

In the code, `hone` is the bound $\lambda_i\ge1$. It is proved by contradiction: `nlinarith` finds that $\lambda_i<1$ would clash with $v^TWv\ge0$. The `refine` line then supplies the $\mu_i$ and leaves the two sums to be checked.

```lean
/-- For positive semidefinite `W`, the RPA integrand lies between `-Tr W` and zero. -/
theorem rpaIntegrand_bounds {W : Matrix n n ℝ} (hW : W.PosSemidef) :
    -W.trace ≤ rpaIntegrand W ∧ rpaIntegrand W ≤ 0 := by
  obtain ⟨μ, h0, hl, ht⟩ := exists_modes hW
  have h1 : 0 ≤ ∑ i, Real.log (1 + μ i) :=
    Finset.sum_nonneg fun i _ => Real.log_nonneg (by linarith [h0 i])
  have h2 : ∑ i, Real.log (1 + μ i) ≤ ∑ i, μ i := Finset.sum_le_sum fun i _ => by
    linarith [Real.log_le_sub_one_of_pos (show 0 < 1 + μ i by linarith [h0 i])]
  unfold rpaIntegrand
  constructor <;> linarith
```

The claim is $-\operatorname{Tr}W\le F(W)\le0$. For each mode, $0\le\ln(1+\mu_i)\le\mu_i$. Summing gives

$$0\le\ln\det(1+W)\le\operatorname{Tr}W,$$

and subtracting the trace gives both bounds. The two inequalities are `h1` and `h2`, and `linarith` does the linear arithmetic that remains. The upper bound will control the sign of the new contribution, and the lower bound will control the frequency integral.

```lean
/-- For positive semidefinite `W` with nonzero trace, the RPA integrand is strictly negative. -/
theorem rpaIntegrand_neg {W : Matrix n n ℝ} (hW : W.PosSemidef) (hne : W.trace ≠ 0) :
    rpaIntegrand W < 0 := by
  obtain ⟨μ, h0, hl, ht⟩ := exists_modes hW
  rw [ht] at hne
  obtain ⟨k, hk, hk0⟩ := Finset.exists_ne_zero_of_sum_ne_zero hne
  have h2 : ∑ i, Real.log (1 + μ i) < ∑ i, μ i := by
    refine Finset.sum_lt_sum (fun i _ => ?_) ⟨k, hk, ?_⟩
    · linarith [Real.log_le_sub_one_of_pos (show 0 < 1 + μ i by linarith [h0 i])]
    · linarith [Real.log_lt_sub_one_of_pos (show 0 < 1 + μ k by linarith [h0 k])
        (fun h => hk0 (by linarith))]
  unfold rpaIntegrand
  linarith
```

If $\operatorname{Tr}W\ne0$, some $\mu_k$ is nonzero and hence positive. For that mode $\ln(1+\mu_k)<\mu_k$, while the others satisfy the weak inequality, so $F(W)<0$. `Finset.sum_lt_sum` is this step: one strict term makes the whole sum strict.

```lean
/-- If `M` is positive semidefinite, so are the screened block of added excitations and the
screening term subtracted in it. -/
theorem screenedBlock_posSemidef {M : Matrix (m ⊕ n) (m ⊕ n) ℝ} (hM : M.PosSemidef) :
    (screenedBlock M).PosSemidef ∧
      (M.toBlocks₂₁ * (1 + M.toBlocks₁₁)⁻¹ * M.toBlocks₁₂).PosSemidef := by
  have hA : (1 + M.toBlocks₁₁).PosDef :=
    Matrix.PosDef.one.add_posSemidef (hM.submatrix Sum.inl)
  have hs : M.toBlocks₁₂ᴴ = M.toBlocks₂₁ := by
    ext i j
    exact hM.isHermitian.apply (Sum.inr i) (Sum.inl j)
  let := hA.isUnit.invertible
  -- adding the identity on the old excitations only keeps `M` positive semidefinite
  have hP : (fromBlocks (1 : Matrix m m ℝ) 0 0 (0 : Matrix n n ℝ)).PosSemidef := by
    have h := posSemidef_conjTranspose_mul_self
      (fromBlocks (1 : Matrix m m ℝ) 0 0 (0 : Matrix n n ℝ))
    rw [fromBlocks_conjTranspose, fromBlocks_multiply] at h
    simpa using h
  have e : fromBlocks (1 + M.toBlocks₁₁) M.toBlocks₁₂ M.toBlocks₁₂ᴴ M.toBlocks₂₂
      = fromBlocks 1 0 0 0 + M := by
    conv_rhs => rw [← fromBlocks_toBlocks M]
    rw [fromBlocks_add, hs]
    simp
  have hN := hP.add hM
  rw [← e] at hN
  unfold screenedBlock
  rw [← hs]
  refine ⟨?_, hA.inv.posSemidef.conjTranspose_mul_mul_same _⟩
  exact (Matrix.PosDef.fromBlocks₁₁ _ _ hA).1 hN
```

For positive semidefinite $M$, both $W$ and $C$ are positive semidefinite. Write $A=1+M_{11}$, which is positive definite and so invertible. Since $M_{21}=M_{12}^T$, the matrix $C=M_{12}^TA^{-1}M_{12}$ has a nonnegative quadratic form.

For $W$, add the identity on the old excitations only. The result

$$N=\begin{pmatrix}A&M_{12}\\M_{21}&M_{22}\end{pmatrix}$$

is still positive semidefinite. Given any vector $y$ on the added excitations, choose $x=-A^{-1}M_{12}y$ on the old ones. Then

$$\begin{pmatrix}x\\y\end{pmatrix}^{T}N\begin{pmatrix}x\\y\end{pmatrix}
=y^TCy-2y^TCy+y^TM_{22}y=y^TWy ,$$

and the left side is nonnegative.

In the code, `hP` treats the added identity block, `e` identifies the sum as $N$, and `hN` states its positivity. The library theorem `Matrix.PosDef.fromBlocks₁₁` replaces the choice of $x$. The symbol `ᴴ` is the conjugate transpose, which for real matrices is the transpose.

```lean
/-- For positive semidefinite `M`, the integrand of the enlarged space is that of the old
space, plus that of the screened
added block, minus the trace of the screening term. -/
theorem rpaIntegrand_split {M : Matrix (m ⊕ n) (m ⊕ n) ℝ} (hM : M.PosSemidef) :
    rpaIntegrand M = rpaIntegrand M.toBlocks₁₁ + rpaIntegrand (screenedBlock M)
      - (M.toBlocks₂₁ * (1 + M.toBlocks₁₁)⁻¹ * M.toBlocks₁₂).trace := by
  have hA : (1 + M.toBlocks₁₁).PosDef :=
    Matrix.PosDef.one.add_posSemidef (hM.submatrix Sum.inl)
  have hS := Matrix.PosDef.one.add_posSemidef (screenedBlock_posSemidef hM).1
  let := hA.isUnit.invertible
  have e : 1 + M = fromBlocks (1 + M.toBlocks₁₁) M.toBlocks₁₂ M.toBlocks₂₁
      (1 + M.toBlocks₂₂) := by
    conv_lhs => rw [← fromBlocks_toBlocks M, ← fromBlocks_one, fromBlocks_add]
    simp
  -- Schur's determinant formula
  have hdet : (1 + M).det = (1 + M.toBlocks₁₁).det * (1 + screenedBlock M).det := by
    rw [e, det_fromBlocks₁₁, invOf_eq_nonsing_inv, screenedBlock, add_sub_assoc]
  have ht : M.trace = M.toBlocks₁₁.trace + M.toBlocks₂₂.trace := by
    simp [Matrix.trace, Fintype.sum_sum_type, toBlocks₁₁, toBlocks₂₂]
  have hts : (screenedBlock M).trace = M.toBlocks₂₂.trace
      - (M.toBlocks₂₁ * (1 + M.toBlocks₁₁)⁻¹ * M.toBlocks₁₂).trace := by
    rw [screenedBlock, trace_sub]
  unfold rpaIntegrand
  rw [hdet, Real.log_mul hA.det_pos.ne' hS.det_pos.ne', ht, hts]
  ring
```

This is the exact identity behind the inequality:

$$F(M)=F(M_{11})+F(W)-\operatorname{Tr}C .$$

With $A$ as before, block elimination gives

$$1+M=\begin{pmatrix}1&0\\M_{21}A^{-1}&1\end{pmatrix}
\begin{pmatrix}A&M_{12}\\0&1+W\end{pmatrix},$$

so $\det(1+M)=\det(1+M_{11})\det(1+W)$. Both factors are positive, and the logarithm splits. The trace splits as $\operatorname{Tr}M=\operatorname{Tr}M_{11}+\operatorname{Tr}W+\operatorname{Tr}C$. Subtracting gives the identity.

The determinant formula is `hdet`, the trace relations are `ht` and `hts`, and `ring` collects the terms.

```lean
/-- For positive semidefinite `M`, the direct RPA integrand of the enlarged excitation space
is at most that of the old block. -/
theorem rpaIntegrand_le_block {M : Matrix (m ⊕ n) (m ⊕ n) ℝ} (hM : M.PosSemidef) :
    rpaIntegrand M ≤ rpaIntegrand M.toBlocks₁₁ := by
  obtain ⟨hW, hC⟩ := screenedBlock_posSemidef hM
  linarith [rpaIntegrand_split hM, (rpaIntegrand_bounds hW).2, hC.trace_nonneg]
```

The inequality $F(M)\le F(M_{11})$ now follows from $F(W)\le0$ and $\operatorname{Tr}C\ge0$. The last line hands `linarith` the identity and these two signs. The only hypothesis is that $M$ is positive semidefinite; the coupling between old and added excitations need not be weak.

```lean
/-- For positive semidefinite `M`, the integrand of the enlarged space is strictly below that
of the old block if some added excitation has a nonzero diagonal
element. -/
theorem rpaIntegrand_lt_block {M : Matrix (m ⊕ n) (m ⊕ n) ℝ} (hM : M.PosSemidef)
    (j : n) (hj : M (Sum.inr j) (Sum.inr j) ≠ 0) :
    rpaIntegrand M < rpaIntegrand M.toBlocks₁₁ := by
  obtain ⟨hW, hC⟩ := screenedBlock_posSemidef hM
  have hd : ∀ i : n, 0 ≤ M.toBlocks₂₂ i i := fun i => hM.diag_nonneg (i := Sum.inr i)
  have hpos : 0 < M.toBlocks₂₂.trace :=
    Finset.sum_pos' (fun i _ => hd i) ⟨j, Finset.mem_univ j, lt_of_le_of_ne (hd j) hj.symm⟩
  have hts : (screenedBlock M).trace = M.toBlocks₂₂.trace
      - (M.toBlocks₂₁ * (1 + M.toBlocks₁₁)⁻¹ * M.toBlocks₁₂).trace := by
    rw [screenedBlock, trace_sub]
  have hsplit := rpaIntegrand_split hM
  -- either the screened block or the screening term has a positive trace
  by_cases h : (screenedBlock M).trace = 0
  · linarith [(rpaIntegrand_bounds hW).2]
  · linarith [rpaIntegrand_neg hW h, hC.trace_nonneg]
```

The inequality is strict if some added excitation $j$ has $M_{jj}\ne0$. Diagonal elements of a positive semidefinite matrix are nonnegative, so $\operatorname{Tr}M_{22}=\operatorname{Tr}W+\operatorname{Tr}C>0$. If $\operatorname{Tr}W=0$, then $\operatorname{Tr}C>0$ and the screening term lowers the integrand. Otherwise $F(W)<0$ does. These are the two branches of `by_cases`.

```lean
/-- The response matrix is positive semidefinite when the Coulomb matrix is. -/
theorem responseMatrix_posSemidef (ε : n → ℝ) {K : Matrix n n ℝ} (hK : K.PosSemidef) (ω : ℝ) :
    (responseMatrix ε K ω).PosSemidef := by
  have h := hK.conjTranspose_mul_mul_same
    (diagonal fun i => √(2 * ε i / (ε i ^ 2 + ω ^ 2)))
  convert h using 1
  ext i j
  simp [responseMatrix, diagonal_mul, mul_diagonal]
```

Let $D$ be the diagonal matrix with entries $\sqrt{d_i}$. Then $M(\omega)=DKD$ and $v^TM(\omega)v=(Dv)^TK(Dv)\ge0$ whenever $K$ is positive semidefinite. That property of $K$ is assumed here; for exact Coulomb integrals over real orbitals, it reflects the nonnegative electrostatic self-energy of a charge distribution.

```lean
/-- For positive excitation energies and a positive semidefinite Coulomb matrix, the RPA
integrand is integrable over frequency. -/
theorem integrable_rpaIntegrand {ε : n → ℝ} (hε : ∀ i, 0 < ε i) {K : Matrix n n ℝ}
    (hK : K.PosSemidef) : Integrable fun ω : ℝ => rpaIntegrand (responseMatrix ε K ω) := by
  have hs : ∀ i, Continuous fun ω : ℝ => √(2 * ε i / (ε i ^ 2 + ω ^ 2)) := fun i =>
    (Continuous.div (by fun_prop) (by fun_prop)
      (fun ω => by have := hε i; positivity)).sqrt
  have hc : Continuous fun ω : ℝ => responseMatrix ε K ω :=
    continuous_matrix fun i j => ((hs i).mul continuous_const).mul (hs j)
  have hcont : Continuous fun ω : ℝ => rpaIntegrand (responseMatrix ε K ω) :=
    ((continuous_const.add hc).matrix_det.log fun ω =>
      (Matrix.PosDef.one.add_posSemidef (responseMatrix_posSemidef ε hK ω)).det_pos.ne').sub
      hc.matrix_trace
  -- the trace is a sum of Lorentzians
  have htr : ∀ ω : ℝ, (responseMatrix ε K ω).trace
      = ∑ i, K i i * (2 / ε i) * (1 + (ω / ε i) ^ 2)⁻¹ := by
    intro ω
    refine Finset.sum_congr rfl fun i _ => ?_
    have hi := hε i
    have hsq := Real.mul_self_sqrt (show 0 ≤ 2 * ε i / (ε i ^ 2 + ω ^ 2) by positivity)
    have hfrac : 2 * ε i / (ε i ^ 2 + ω ^ 2) = 2 / ε i * (1 + (ω / ε i) ^ 2)⁻¹ := by
      have h1 : ε i ^ 2 + ω ^ 2 ≠ 0 := by positivity
      have h2 : 1 + (ω / ε i) ^ 2 = (ε i ^ 2 + ω ^ 2) / ε i ^ 2 := by field_simp
      rw [h2, inv_div]
      field_simp
    change √(2 * ε i / (ε i ^ 2 + ω ^ 2)) * K i i * √(2 * ε i / (ε i ^ 2 + ω ^ 2)) = _
    linear_combination K i i * hsq + K i i * hfrac
  have hint : Integrable fun ω : ℝ => ∑ i, K i i * (2 / ε i) * (1 + (ω / ε i) ^ 2)⁻¹ :=
    integrable_finsetSum _ fun i _ =>
      (integrable_inv_one_add_sq.comp_div (hε i).ne').const_mul _
  refine hint.mono' hcont.aestronglyMeasurable (Filter.Eventually.of_forall fun ω => ?_)
  have hb := rpaIntegrand_bounds (responseMatrix_posSemidef ε hK ω)
  rw [Real.norm_eq_abs, abs_of_nonpos hb.2, ← htr ω]
  linarith [hb.1]
```

For $\varepsilon_i>0$, the integrand is integrable over the whole frequency axis. Each $d_i$ is continuous in $\omega$, and $\det(1+M(\omega))$ is positive, so $F(M(\omega))$ is continuous. The bounds on $F$ give

$$|F(M(\omega))|\le\operatorname{Tr}M(\omega)
=\sum_i K_{ii}\,\frac{2}{\varepsilon_i}\,\frac{1}{1+(\omega/\varepsilon_i)^2},$$

a finite sum of Lorentzians, which is integrable.

Continuity is `hcont`, the formula for the trace is `htr`, and the integrability of the Lorentzians is `hint`. `Integrable.mono'`, called as `hint.mono'`, is the comparison with an integrable bound.

```lean
/-- For positive excitation energies and a positive semidefinite Coulomb matrix, adding
excitations, with the old energies and Coulomb integrals kept, never raises the
direct RPA correlation energy. -/
theorem rpaEnergy_le_block {ε : m ⊕ n → ℝ} (hε : ∀ i, 0 < ε i)
    {K : Matrix (m ⊕ n) (m ⊕ n) ℝ} (hK : K.PosSemidef) :
    rpaEnergy ε K ≤ rpaEnergy (fun i => ε (Sum.inl i)) K.toBlocks₁₁ := by
  have hK1 : K.toBlocks₁₁.PosSemidef := hK.submatrix Sum.inl
  unfold rpaEnergy
  refine mul_le_mul_of_nonneg_left ?_ (by positivity)
  refine integral_mono (integrable_rpaIntegrand hε hK).integrableOn
    (integrable_rpaIntegrand (fun i => hε (Sum.inl i)) hK1).integrableOn fun ω => ?_
  exact rpaIntegrand_le_block (responseMatrix_posSemidef ε hK ω)

end

end RPABasisExtrapolation
```

The smaller calculation uses the energies `fun i => ε (Sum.inl i)` and the Coulomb block `K.toBlocks₁₁`. Its response matrix is the old block of the larger one at every $\omega$. The integrand inequality therefore holds at each frequency; `integral_mono` carries it through the integral, and the prefactor $1/(2\pi)$ is nonnegative. The energy inequality is stated in its weak form.

For a finite set of excitations with fixed positive energies and a fixed positive semidefinite Coulomb matrix, each truncated direct RPA correlation energy is thus an upper bound on that of any larger set containing it. This describes adding virtual orbitals while the existing orbitals stay fixed. Changing the atomic basis and recomputing the orbitals generally alters the old energies and integrals too, and the theorem does not compare those calculations. Nor does it give a rate of convergence or an extrapolation formula for the basis-set limit.

```lean
#print axioms RPABasisExtrapolation.rpaIntegrand_lt_block
#print axioms RPABasisExtrapolation.rpaEnergy_le_block
```

```
'RPABasisExtrapolation.rpaIntegrand_lt_block' depends on axioms: [propext, Classical.choice, Quot.sound]
'RPABasisExtrapolation.rpaEnergy_le_block' depends on axioms: [propext, Classical.choice, Quot.sound]
```
